# Coupled-cluster energy gradients from a Lagrangian stationary in the amplitudes

Amplitudes live in a real normed space $T$ and external parameters, such as nuclear coordinates or field strengths, in a real normed space $X$. A point is a pair $p=(a,x)$, amplitudes first. The residuals $\Omega_i$ carry an index $i$ from a finite set `ι`. For a function $f$, $df_p(w)$ denotes its derivative at $p$ along the displacement $w$. In Lean this linear map is `fderiv ℝ f p`, and `HasFDerivAt f f' p` says that $f$ is differentiable at $p$ with derivative $f'$.

```lean
import Mathlib

open Matrix Topology

namespace CoupledClusterLagrangian

noncomputable section

variable {ι T X : Type*} [Fintype ι]
  [NormedAddCommGroup T] [NormedSpace ℝ T] [NormedAddCommGroup X] [NormedSpace ℝ X]
```

The energy $E$ is real and the residual $\Omega$ is a real vector. With constant multipliers $\lambda_i$, the Lagrangian is $L=E+\lambda\cdot\Omega$, where `⬝ᵥ` is the dot product.

```lean
/-- The coupled-cluster Lagrangian `L = E + λ·Ω`, a function of the amplitudes and the
external parameters. -/
def lagrangian (E : T × X → ℝ) (Ω : T × X → ι → ℝ) (lam : ι → ℝ) (p : T × X) : ℝ :=
  E p + lam ⬝ᵥ Ω p
```

When there are as many amplitudes as residuals, $T=\mathbb R^\iota$. Let $e_j$ be the unit amplitude vector, `Pi.single j 1`. The amplitude gradient is $g_j=dE_p(e_j,0)$.

```lean
/-- The derivatives of the energy with respect to each of the amplitudes. -/
def amplitudeGradient [DecidableEq ι] (E : (ι → ℝ) × X → ℝ) (p : (ι → ℝ) × X) : ι → ℝ :=
  fun j => fderiv ℝ E p ((Pi.single j 1 : ι → ℝ), (0 : X))
```

The Jacobian is $J_{ij}=(d\Omega_p(e_j,0))_i$, with the residual as row and the amplitude as column.

```lean
/-- The coupled-cluster Jacobian: entry `i j` is the derivative of residual `i` with respect
to amplitude `j`. -/
def amplitudeJacobian [DecidableEq ι] (Ω : (ι → ℝ) × X → ι → ℝ) (p : (ι → ℝ) × X) :
    Matrix ι ι ℝ :=
  fun i j => fderiv ℝ Ω p ((Pi.single j 1 : ι → ℝ), (0 : X)) i
```

$E$ and $\Omega$ are arbitrary functions, differentiable where needed. The exponential ansatz and the Hamiltonian that would produce them are not constructed, and complex amplitudes are not covered.

## (a) Differentiating the Lagrangian

**Task.** Let $E$ and $\Omega$ be differentiable at $p$. Show that $L$ is too, with
$$dL_p=dE_p+\sum_i\lambda_i\,d\Omega_{i,p}.$$

**Solution.** Written out, $L=E+\sum_i\lambda_i\Omega_i$. A vector function is differentiable exactly when its components are, and each $\lambda_i$ is constant. The sum and constant-multiple rules give the formula.

In Lean, `hasFDerivAt_pi'` splits $\Omega$ into components, and `ContinuousLinearMap.proj i` selects component $i$ of its derivative.

```lean
/-- Where energy and residual are differentiable, so is the Lagrangian, and its derivative is
that of the energy plus the multiplier-weighted derivatives of the residuals. -/
theorem lagrangian_hasFDerivAt {E : T × X → ℝ} {Ω : T × X → ι → ℝ} {p : T × X}
    (hE : DifferentiableAt ℝ E p) (hΩ : DifferentiableAt ℝ Ω p) (lam : ι → ℝ) :
    HasFDerivAt (lagrangian E Ω lam)
      (fderiv ℝ E p + ∑ i, lam i • (ContinuousLinearMap.proj i).comp (fderiv ℝ Ω p)) p := by
  have hc := hasFDerivAt_pi'.1 hΩ.hasFDerivAt
  exact hE.hasFDerivAt.fun_add
    (HasFDerivAt.fun_sum (u := Finset.univ) fun i _ => (hc i).const_mul (lam i))
```

## (b) The change along a joint displacement

**Task.** Under the same assumptions, show for every $w\in T\times X$ that
$$dL_p(w)=dE_p(w)+\lambda\cdot d\Omega_p(w).$$

**Solution.** Apply the linear map from (a) to $w$. The sum $\sum_i\lambda_i(d\Omega_p(w))_i$ is the dot product. The Lean proof does the same: it rewrites with (a) and unfolds `dotProduct`.

```lean
/-- For differentiable energy and residual, the change of the Lagrangian along a joint
displacement `w` of amplitudes and parameters is `dE(w) + λ·dΩ(w)`. -/
theorem fderiv_lagrangian_apply {E : T × X → ℝ} {Ω : T × X → ι → ℝ} {p : T × X}
    (hE : DifferentiableAt ℝ E p) (hΩ : DifferentiableAt ℝ Ω p) (lam : ι → ℝ) (w : T × X) :
    fderiv ℝ (lagrangian E Ω lam) p w = fderiv ℝ E p w + lam ⬝ᵥ fderiv ℝ Ω p w := by
  rw [(lagrangian_hasFDerivAt hE hΩ lam).fderiv]
  simp [dotProduct, _root_.sum_apply]
```

## (c) Stationarity as a linear system

**Task.** Take $T=\mathbb R^\iota$ and $p=(a,x)$, with $E$ and $\Omega$ differentiable there. Show that $L$ has zero amplitude derivative at $p$ if and only if
$$\sum_i\lambda_iJ_{ij}=-g_j\quad\text{for all }j.$$

**Solution.** At fixed $x$, the derivative of $s\mapsto L(s,x)$ at $a$ is $u\mapsto dL_p(u,0)$. By (b), its value on $e_j$ is
$$dL_p(e_j,0)=g_j+\sum_i\lambda_iJ_{ij}.$$
A linear form on $\mathbb R^\iota$ is zero exactly when it vanishes on every $e_j$, which gives both directions.

These are the lambda equations. The row-vector product `lam ᵥ* J` fixes the side on which $\lambda$ multiplies. In the proof, `hp` is the derivative at fixed $x$ and `hj` the displayed formula. The forward direction uses uniqueness of derivatives, the backward one the basis `Pi.basisFun`. The equivalence does not require $\Omega(a,x)=0$.

```lean
/-- For differentiable energy and residual, the Lagrangian is stationary in the amplitudes
exactly when the multipliers solve the linear lambda equations `λ J = -∂E/∂t`. -/
theorem stationary_iff_lambda_equations [DecidableEq ι] {E : (ι → ℝ) × X → ℝ}
    {Ω : (ι → ℝ) × X → ι → ℝ} {a : ι → ℝ} {x : X}
    (hE : DifferentiableAt ℝ E (a, x)) (hΩ : DifferentiableAt ℝ Ω (a, x)) (lam : ι → ℝ) :
    HasFDerivAt (fun s => lagrangian E Ω lam (s, x)) (0 : (ι → ℝ) →L[ℝ] ℝ) a ↔
      lam ᵥ* amplitudeJacobian Ω (a, x) = -amplitudeGradient E (a, x) := by
  have hL := (lagrangian_hasFDerivAt hE hΩ lam).differentiableAt.hasFDerivAt
  have hp : HasFDerivAt (fun s => lagrangian E Ω lam (s, x))
      ((fderiv ℝ (lagrangian E Ω lam) (a, x)).comp (ContinuousLinearMap.inl ℝ (ι → ℝ) X)) a :=
    HasFDerivAt.comp (f := fun s => (s, x)) a hL (hasFDerivAt_prodMk_left a x)
  have hj : ∀ j, fderiv ℝ (lagrangian E Ω lam) (a, x) ((Pi.single j 1 : ι → ℝ), (0 : X)) =
      amplitudeGradient E (a, x) j + (lam ᵥ* amplitudeJacobian Ω (a, x)) j :=
    fun j => fderiv_lagrangian_apply hE hΩ lam _
  constructor
  · intro h
    funext j
    have h0 : fderiv ℝ (lagrangian E Ω lam) (a, x) ((Pi.single j 1 : ι → ℝ), (0 : X)) = 0 :=
      DFunLike.congr_fun (hp.unique h) (Pi.single j 1)
    rw [hj] at h0
    rw [Pi.neg_apply]
    linarith
  · intro h
    -- a linear form that vanishes on every unit amplitude is zero
    have hz : (fderiv ℝ (lagrangian E Ω lam) (a, x)).comp
        (ContinuousLinearMap.inl ℝ (ι → ℝ) X) = 0 := by
      apply ContinuousLinearMap.coe_injective
      refine (Pi.basisFun ℝ ι).ext fun j => ?_
      rw [Pi.basisFun_apply]
      change fderiv ℝ (lagrangian E Ω lam) (a, x) ((Pi.single j 1 : ι → ℝ), (0 : X)) = 0
      rw [hj, h, Pi.neg_apply, add_neg_cancel]
    rw [hz] at hp
    exact hp
```

## (d) One set of multipliers

**Task.** In the setting of (c), let $\det J\ne0$. Show that exactly one $\lambda$ makes $L$ stationary in the amplitudes, namely
$$\lambda=-gJ^{-1}.$$

**Solution.** This $\lambda$ satisfies $\lambda J=-gJ^{-1}J=-g$, so it is stationary by (c). If $\lambda'$ is also stationary, then $\lambda'J=-g$, and hence $\lambda'=\lambda'JJ^{-1}=-gJ^{-1}$.

The Lean statement is the unique existence `∃!`; the formula is the witness supplied in its proof. A nonsingular Jacobian means that, to first order, no change of the amplitudes leaves all residuals unchanged.

```lean
/-- If energy and residual are differentiable and the coupled-cluster Jacobian is nonsingular,
exactly one set of multipliers makes the Lagrangian stationary in the amplitudes. -/
theorem existsUnique_multipliers [DecidableEq ι] {E : (ι → ℝ) × X → ℝ}
    {Ω : (ι → ℝ) × X → ι → ℝ} {a : ι → ℝ} {x : X}
    (hE : DifferentiableAt ℝ E (a, x)) (hΩ : DifferentiableAt ℝ Ω (a, x))
    (hJ : (amplitudeJacobian Ω (a, x)).det ≠ 0) :
    ∃! lam : ι → ℝ,
      HasFDerivAt (fun s => lagrangian E Ω lam (s, x)) (0 : (ι → ℝ) →L[ℝ] ℝ) a := by
  have hu := isUnit_iff_ne_zero.2 hJ
  refine ⟨(-amplitudeGradient E (a, x)) ᵥ* (amplitudeJacobian Ω (a, x))⁻¹, ?_, ?_⟩
  · exact (stationary_iff_lambda_equations hE hΩ _).2 (by
      rw [Matrix.vecMul_vecMul, Matrix.nonsing_inv_mul _ hu, Matrix.vecMul_one])
  · intro l hl
    rw [← (stationary_iff_lambda_equations hE hΩ l).1 hl, Matrix.vecMul_vecMul,
      Matrix.mul_nonsing_inv _ hu, Matrix.vecMul_one]
```

## (e) The total derivative of the energy

**Task.** Let $t(x)$ be differentiable at $x_0$ and solve $\Omega(t(x),x)=0$ for all $x$ near $x_0$. Let $E$ and $\Omega$ be differentiable at $p_0=(t(x_0),x_0)$, and let $L$ be stationary in the amplitudes there. Show that
$$\left.\frac{d}{dx}E(t(x),x)\right|_{x_0}=\left.\frac{\partial L}{\partial x}\right|_{p_0}.$$

**Solution.** Keep $\lambda$ fixed. Near $x_0$ the residual vanishes along the solution, so $E(t(x),x)=L(t(x),x)$ and both sides have the same derivative. For a parameter direction $v$, let $u=dt_{x_0}(v)$ be the amplitude response. The chain rule and linearity give
$$dL_{p_0}(u,v)=dL_{p_0}(u,0)+dL_{p_0}(0,v).$$
Stationarity removes the first term. The second is the partial derivative of $L$ at frozen amplitudes, and by (b) it equals $dE_{p_0}(0,v)+\lambda\cdot d\Omega_{p_0}(0,v)$, with no amplitude response in it.

The hypothesis `hres` expresses "near $x_0$" through `∀ᶠ x in 𝓝 x0`, and `hlam` is stationarity. The differentiable solution and the multipliers are assumed; (d) supplies the multipliers when $T=\mathbb R^\iota$ and $J$ is nonsingular. In the proof, `heq` identifies $E$ with $L$ along the solution, `h3` is the chain rule, `h5` splits the displacement and `h4` removes the response.

For real amplitudes and finitely many residuals, one $\lambda$ that makes $L$ stationary in the amplitudes, when it exists, therefore accounts for the amplitude response to all nuclear displacements in a coupled-cluster gradient. If the orbitals also change with $x$, their response remains in $\partial L/\partial x$, unless the orbital parameters are counted among the amplitudes and the equations that fix them among the residuals.

```lean
/-- Let energy, residual and amplitudes be differentiable, and let the amplitudes solve
`Ω(t(x),x) = 0` near `x0`. If the Lagrangian is stationary in the amplitudes at `x0`, the total
derivative of the energy there is the partial parameter derivative of the Lagrangian. -/
theorem energy_gradient_eq_partial_lagrangian {E : T × X → ℝ} {Ω : T × X → ι → ℝ}
    {t : X → T} {x0 : X} {lam : ι → ℝ}
    (hE : DifferentiableAt ℝ E (t x0, x0)) (hΩ : DifferentiableAt ℝ Ω (t x0, x0))
    (ht : DifferentiableAt ℝ t x0) (hres : ∀ᶠ x in 𝓝 x0, Ω (t x, x) = 0)
    (hlam : HasFDerivAt (fun s => lagrangian E Ω lam (s, x0)) (0 : T →L[ℝ] ℝ) (t x0)) :
    HasFDerivAt (fun x => E (t x, x))
      (fderiv ℝ (fun x => lagrangian E Ω lam (t x0, x)) x0) x0 := by
  have hL := (lagrangian_hasFDerivAt hE hΩ lam).differentiableAt.hasFDerivAt
  have h1 := HasFDerivAt.comp (f := fun s => (s, x0)) (t x0) hL
    (hasFDerivAt_prodMk_left (t x0) x0)
  have h2 : HasFDerivAt (fun x => lagrangian E Ω lam (t x0, x)) _ x0 :=
    HasFDerivAt.comp (f := fun x => (t x0, x)) x0 hL (hasFDerivAt_prodMk_right (t x0) x0)
  have h3 := HasFDerivAt.comp (f := fun x => (t x, x)) x0 hL
    (ht.hasFDerivAt.prodMk (hasFDerivAt_id x0))
  -- on the solution curve the energy and the Lagrangian coincide
  have heq : (fun x => E (t x, x)) =ᶠ[𝓝 x0]
      (lagrangian E Ω lam ∘ fun x => (t x, x)) := by
    filter_upwards [hres] with x hx
    simp [lagrangian, hx]
  refine (h3.congr_of_eventuallyEq heq).congr_fderiv ?_
  rw [h2.fderiv]
  ext v
  -- the amplitude response drops out by stationarity
  have h4 : fderiv ℝ (lagrangian E Ω lam) (t x0, x0) (fderiv ℝ t x0 v, (0 : X)) = 0 :=
    DFunLike.congr_fun (h1.unique hlam) (fderiv ℝ t x0 v)
  change fderiv ℝ (lagrangian E Ω lam) (t x0, x0) (fderiv ℝ t x0 v, v) =
    fderiv ℝ (lagrangian E Ω lam) (t x0, x0) ((0 : T), v)
  have h5 : (fderiv ℝ t x0 v, v) = (fderiv ℝ t x0 v, (0 : X)) + ((0 : T), v) := by
    rw [Prod.mk_add_mk, add_zero, zero_add]
  rw [h5, map_add, h4, zero_add]
```

## (f) A single real parameter

**Task.** Let $X=\mathbb R$ and keep the assumptions of (e). If $x\mapsto L(t(x_0),x)$ has slope $D$ at $x_0$, show that
$$\left.\frac{d}{dx}E(t(x),x)\right|_{x_0}=D.$$

**Solution.** In one dimension the derivative is the linear map $h\mapsto Dh$. By (e), the energy has this same map as its derivative, and its value at $h=1$ is $D$. Lean's `HasDerivAt` records that number in place of the map.

```lean
/-- One real parameter: under the same differentiability, residual and stationarity conditions,
if the Lagrangian at frozen amplitudes has slope `D`, so has the energy along the solution. -/
theorem energy_hasDerivAt {E : T × ℝ → ℝ} {Ω : T × ℝ → ι → ℝ}
    {t : ℝ → T} {x0 D : ℝ} {lam : ι → ℝ}
    (hE : DifferentiableAt ℝ E (t x0, x0)) (hΩ : DifferentiableAt ℝ Ω (t x0, x0))
    (ht : DifferentiableAt ℝ t x0) (hres : ∀ᶠ x in 𝓝 x0, Ω (t x, x) = 0)
    (hlam : HasFDerivAt (fun s => lagrangian E Ω lam (s, x0)) (0 : T →L[ℝ] ℝ) (t x0))
    (hx : HasDerivAt (fun x => lagrangian E Ω lam (t x0, x)) D x0) :
    HasDerivAt (fun x => E (t x, x)) D x0 :=
  (energy_gradient_eq_partial_lagrangian hE hΩ ht hres hlam).hasDerivAt.congr_deriv (by
    rw [hx.hasFDerivAt.fderiv]; simp)
```

## (g) What a multiplier measures

**Task.** Let $E$ and $\Omega$ depend on amplitudes only. A path $t(s)$, differentiable at $s=0$, satisfies $\Omega(t(s))=s\,v$ for small $s$, with $v\in\mathbb R^\iota$ fixed. Let $E$ and $\Omega$ be differentiable at $t(0)$ and $E+\lambda\cdot\Omega$ stationary there. Show that
$$\left.\frac{d}{ds}E(t(s))\right|_{0}=-\lambda\cdot v.$$

**Solution.** Treat $s$ as the external parameter and set $\tilde\Omega(a,s)=\Omega(a)-s\,v$, which vanishes along the path. The new Lagrangian is
$$\tilde L(a,s)=E(a)+\lambda\cdot\Omega(a)-s\,\lambda\cdot v.$$
At $s=0$ it is stationary in $a$ by assumption, and its slope in $s$ is $-\lambda\cdot v$. Part (f) finishes the argument.

Lean applies `energy_hasDerivAt` to this modified residual, then checks the vanishing residual, stationarity and slope in turn. Along such a path, $\lambda$ gives the first-order energy error caused by incompletely converged amplitude equations.

```lean
/-- Meaning of the multipliers: let `E`, `Ω` and the path `t(s)` be differentiable, with
`E + λ·Ω` stationary at `t(0)`. If the residual is forced to equal `s v` for small `s`, the energy
changes at the rate `-λ·v` at `s = 0`. -/
theorem multiplier_sensitivity {E : T → ℝ} {Ω : T → ι → ℝ} {t : ℝ → T} {lam v : ι → ℝ}
    (hE : DifferentiableAt ℝ E (t 0)) (hΩ : DifferentiableAt ℝ Ω (t 0))
    (ht : DifferentiableAt ℝ t 0) (hres : ∀ᶠ s in 𝓝 (0 : ℝ), Ω (t s) = s • v)
    (hlam : HasFDerivAt (fun a => E a + lam ⬝ᵥ Ω a) (0 : T →L[ℝ] ℝ) (t 0)) :
    HasDerivAt (fun s => E (t s)) (-(lam ⬝ᵥ v)) 0 := by
  have hE' : DifferentiableAt ℝ (fun p : T × ℝ => E p.1) (t 0, 0) :=
    DifferentiableAt.comp (f := Prod.fst) (t 0, (0 : ℝ)) hE differentiableAt_fst
  have hΩ' : DifferentiableAt ℝ (fun p : T × ℝ => Ω p.1) (t 0, 0) :=
    DifferentiableAt.comp (f := Prod.fst) (t 0, (0 : ℝ)) hΩ differentiableAt_fst
  -- the forced residual is an ordinary residual that depends on the parameter `s`
  refine energy_hasDerivAt (E := fun p : T × ℝ => E p.1)
    (Ω := fun p : T × ℝ => Ω p.1 - p.2 • v) (lam := lam) hE'
    (hΩ'.fun_sub (differentiableAt_snd.smul_const v)) ht ?_ ?_ ?_
  · filter_upwards [hres] with s hs
    simp [hs]
  · simpa [lagrangian] using hlam
  · have hf : (fun s : ℝ => lagrangian (fun p : T × ℝ => E p.1)
        (fun p : T × ℝ => Ω p.1 - p.2 • v) lam (t 0, s)) =
        fun s => (E (t 0) + lam ⬝ᵥ Ω (t 0)) + s * (-(lam ⬝ᵥ v)) := by
      funext s
      simp only [lagrangian, dotProduct_sub, dotProduct_smul, smul_eq_mul]
      ring
    rw [hf]
    exact (((hasDerivAt_id' (0 : ℝ)).mul_const (-(lam ⬝ᵥ v))).const_add _).congr_deriv
      (by ring)
```

## (h) Two determinants

**Task.** A reference determinant at energy zero couples with strength $k$ to a second determinant at energy $d\ne0$. With coefficients $1$ and $t$ (divide by $\sqrt{1+t^2}$ to normalise), the energy is $kt$, which for the ground state is the correlation energy, and the amplitude equation is $k+dt-kt^2=0$. Let $t(k)$ solve it near $k_0$ and be differentiable at $k_0$, and write $t_0=t(k_0)$. Show that
$$\left.\frac{d(kt)}{dk}\right|_{k_0}=t_0-\frac{k_0}{d-2k_0t_0}\,(1-t_0^2).$$

**Solution.** Here $g=k_0$ and $J=d-2k_0t_0$. The amplitude equation gives $dt_0-k_0t_0^2=-k_0$, so
$$J^2=d^2-4k_0(dt_0-k_0t_0^2)=d^2+4k_0^2>0.$$
Thus $\lambda=-k_0/J$ is well defined and makes $L=kt+\lambda(k+dt-kt^2)$ stationary in $t$. At frozen $t_0$, the slope of $L$ in $k$ is $t_0+\lambda(1-t_0^2)$. Inserting $\lambda$ and using (f) gives the result.

The single residual is indexed by `Fin 1`. In the proof, `hJ` establishes $J\ne0$, `hl'` is the lambda equation, and the last two goals after `energy_hasDerivAt` differentiate $L$ in $t$ and then in $k$.

```lean
/-- Two determinants with gap `d ≠ 0` and coupling `k`: if a differentiable amplitude solves
`k + d t - k t² = 0` near `k0`, the correlation energy `k t` has the stated slope in `k`, which
contains no derivative of the amplitude. -/
theorem two_determinant_gradient {d k0 : ℝ} {t : ℝ → ℝ} (hd : d ≠ 0)
    (ht : DifferentiableAt ℝ t k0) (hres : ∀ᶠ k in 𝓝 k0, k + d * t k - k * t k ^ 2 = 0) :
    HasDerivAt (fun k => k * t k)
      (t k0 - k0 / (d - 2 * k0 * t k0) * (1 - t k0 ^ 2)) k0 := by
  have h0 := hres.self_of_nhds
  -- the squared Jacobian is `d² + 4 k0²`
  have hJ : d - 2 * k0 * t k0 ≠ 0 := by
    intro h
    have h1 : d ^ 2 + 4 * k0 ^ 2 = 0 := by
      linear_combination (d - 2 * k0 * t k0) * h + 4 * k0 * h0
    have h2 : 0 < d ^ 2 := by positivity
    nlinarith [sq_nonneg k0]
  obtain ⟨l, hl⟩ : ∃ l, l = -(k0 / (d - 2 * k0 * t k0)) := ⟨_, rfl⟩
  have hl' : k0 + l * (d - 2 * k0 * t k0) = 0 := by
    rw [hl, neg_mul, div_mul_cancel₀ _ hJ, add_neg_cancel]
  refine energy_hasDerivAt (E := fun p : ℝ × ℝ => p.2 * p.1)
    (Ω := fun (p : ℝ × ℝ) (_ : Fin 1) => p.2 + d * p.1 - p.2 * p.1 ^ 2)
    (lam := fun _ => l) (by fun_prop) (by fun_prop) ht ?_ ?_ ?_
  · filter_upwards [hres] with k hk
    funext i
    exact hk
  · have hf : (fun s : ℝ => lagrangian (fun p : ℝ × ℝ => p.2 * p.1)
        (fun (p : ℝ × ℝ) (_ : Fin 1) => p.2 + d * p.1 - p.2 * p.1 ^ 2)
        (fun _ => l) (s, k0)) = fun s => k0 * s + l * (k0 + d * s - k0 * s ^ 2) := by
      funext s
      simp [lagrangian, dotProduct]
    rw [hf]
    have hs := hasDerivAt_id' (t k0)
    have h : HasDerivAt (fun s => k0 * s + l * (k0 + d * s - k0 * s ^ 2)) 0 (t k0) :=
      ((hs.const_mul k0).fun_add ((((hs.const_mul d).const_add k0).fun_sub
        ((hs.fun_pow 2).const_mul k0)).const_mul l)).congr_deriv (by
          norm_num
          linear_combination hl')
    exact h.hasFDerivAt.congr_fderiv (by ext; simp)
  · have hf : (fun k : ℝ => lagrangian (fun p : ℝ × ℝ => p.2 * p.1)
        (fun (p : ℝ × ℝ) (_ : Fin 1) => p.2 + d * p.1 - p.2 * p.1 ^ 2)
        (fun _ => l) (t k0, k)) =
        fun k => l * d * t k0 + k * (t k0 + l * (1 - t k0 ^ 2)) := by
      funext k
      simp only [lagrangian, dotProduct, Fin.sum_univ_succ, Fin.sum_univ_zero]
      ring
    rw [hf]
    exact (((hasDerivAt_id' k0).mul_const _).const_add _).congr_deriv (by rw [hl]; ring)

end

end CoupledClusterLagrangian
```

```lean
#print axioms CoupledClusterLagrangian.existsUnique_multipliers
#print axioms CoupledClusterLagrangian.energy_gradient_eq_partial_lagrangian
#print axioms CoupledClusterLagrangian.multiplier_sensitivity
#print axioms CoupledClusterLagrangian.two_determinant_gradient
```

```
'CoupledClusterLagrangian.existsUnique_multipliers' depends on axioms: [propext, Classical.choice, Quot.sound]
'CoupledClusterLagrangian.energy_gradient_eq_partial_lagrangian' depends on axioms: [propext, Classical.choice, Quot.sound]
'CoupledClusterLagrangian.multiplier_sensitivity' depends on axioms: [propext, Classical.choice, Quot.sound]
'CoupledClusterLagrangian.two_determinant_gradient' depends on axioms: [propext, Classical.choice, Quot.sound]
```
